# The Jacobi step for two real orbitals: the greatest sum of squared diagonal entries under rotation

The mixing of two real orthonormal orbitals is modelled here by an explicit $2\times2$ rotation matrix, so the search for the best pair runs over one real angle $\theta$. With orbitals numbered 0 and 1, as in the code, the rotation and the matrix of an observable with real matrix elements, such as a position coordinate, are

$$R=\begin{pmatrix}\cos\theta&-\sin\theta\\ \sin\theta&\cos\theta\end{pmatrix},\qquad M=\begin{pmatrix}a&c\\c&b\end{pmatrix}.$$

The columns of $R$ are the new orbitals, and $M'=R^{\mathsf T}MR$ is the observable between them. The quantity to maximise is $D(\theta)=M_{00}'^2+M_{11}'^2$.

For two real orthonormal orbitals of a finite system, with $M$ running over the $x$, $y$ and $z$ position matrices, maximising the total of $D$ is the same as minimising the quadratic spread. The spread is $\sum_n(\langle r^2\rangle_n-|\langle \mathbf r\rangle_n|^2)$, and its first term is a trace, which the rotation leaves unchanged.

## One matrix: the maximum is reached by diagonalising

The claim is that

$$D(\theta)=\frac{(a+b)^2}{2}+\frac{\big((a-b)\cos2\theta+2c\sin2\theta\big)^2}{2},$$

with greatest value $a^2+b^2+2c^2$, attained exactly when $(a-b)\sin2\theta=2c\cos2\theta$.

Multiplying out gives $M'_{00}=a\cos^2\theta+2c\sin\theta\cos\theta+b\sin^2\theta$. Write $d=(a-b)\cos2\theta+2c\sin2\theta$. The double-angle formulas then give

$$M'_{00}=\frac{a+b}2+\frac d2,\qquad M'_{11}=\frac{a+b}2-\frac d2,\qquad M'_{01}=c\cos2\theta-\frac{a-b}2\sin2\theta.$$

In the sum of squares the cross terms cancel, leaving $D=(a+b)^2/2+d^2/2$.

Now put $e=(a-b)\sin2\theta-2c\cos2\theta=-2M'_{01}$. Since $d^2+e^2=(a-b)^2+4c^2$,

$$D=\frac{(a+b)^2+(a-b)^2+4c^2}{2}-\frac{e^2}{2}=a^2+b^2+2c^2-\frac{e^2}{2}.$$

This gives the bound, with equality exactly when $e=0$, that is, when $M'$ is diagonal.

Such an angle exists. For any real numbers $x,y$ (here not position coordinates), write $x=r\cos\alpha$ and $y=r\sin\alpha$ with $r=\sqrt{x^2+y^2}$. Then $x\cos\varphi+y\sin\varphi=r\cos(\varphi-\alpha)$, whose greatest value $r$ occurs at $\varphi=\alpha$. With $x=a-b$, $y=2c$ and $\theta=\alpha/2$, we get $d^2=(a-b)^2+4c^2$ and hence $e=0$.

## Several matrices under one common angle

Matrices with entries $a_k,b_k,c_k$ generally have no common diagonalising angle, but the total $\sum_kD_k$ is still simple. Let $u_k=a_k-b_k$. Expanding the square and passing from $2\theta$ to $4\theta$,

$$\frac{(u_k\cos2\theta+2c_k\sin2\theta)^2}{2}=\frac{u_k^2+4c_k^2}{4}+\frac{(u_k^2-4c_k^2)\cos4\theta+4u_kc_k\sin4\theta}{4}.$$

Summing over $k$ gives $K+(A\cos4\theta+B\sin4\theta)/4$, where

$$K=\sum_k\Big[\frac{(a_k+b_k)^2}2+\frac{u_k^2+4c_k^2}4\Big],\quad A=\sum_k(u_k^2-4c_k^2),\quad B=\sum_k4u_kc_k.$$

By the oscillation result, the greatest total is $K+\sqrt{A^2+B^2}/4$, reached when $4\theta$ is the argument of $A+iB$.

For a family of one matrix, $A^2+B^2=(u^2+4c^2)^2$, so the greatest total becomes $(a+b)^2/2+(u^2+4c^2)/2=a^2+b^2+2c^2$, the single-matrix value.

## Definitions in Lean

```lean
import Mathlib

open Matrix

namespace JacobiLocalization

noncomputable section
```

The matrix $R$ is entered explicitly, which fixes the sign convention for $\theta$.

```lean
/-- The rotation by the angle `θ` that mixes two real orbitals. -/
def rotation (θ : ℝ) : Matrix (Fin 2) (Fin 2) ℝ :=
  !![Real.cos θ, -Real.sin θ; Real.sin θ, Real.cos θ]
```

Three real numbers determine the matrix of the observable between the two orbitals. Its symmetry is built in by using `c` twice.

```lean
/-- The real symmetric matrix of an observable between two orbitals, with diagonal
entries `a`, `b` and coupling `c`. -/
def pairMatrix (a b c : ℝ) : Matrix (Fin 2) (Fin 2) ℝ := !![a, c; c, b]
```

The change of orbitals is $R^{\mathsf T}MR$, and the functional reads only the two diagonal entries.

```lean
/-- The matrix `M` expressed in the orbitals rotated by `θ`. -/
def rotate (M : Matrix (Fin 2) (Fin 2) ℝ) (θ : ℝ) : Matrix (Fin 2) (Fin 2) ℝ :=
  (rotation θ)ᵀ * M * rotation θ

/-- The sum of the squared diagonal entries of a two-orbital matrix. -/
def diagSq (M : Matrix (Fin 2) (Fin 2) ℝ) : ℝ := M 0 0 ^ 2 + M 1 1 ^ 2
```

## The rotated matrix and its deficit

The first theorem gives all four entries of $M'$. The proof compares them one at a time. The off-diagonal entries agree by algebra alone, while the diagonal ones also need $\sin^2\theta+\cos^2\theta=1$, which `linear_combination` supplies with the factor $(a+b)/2$.

```lean
/-- The rotated two-orbital matrix, written out in the double angle `2θ`. -/
theorem rotate_pairMatrix (a b c θ : ℝ) :
    rotate (pairMatrix a b c) θ =
      !![(a + b) / 2 + ((a - b) * Real.cos (2 * θ) + 2 * c * Real.sin (2 * θ)) / 2,
          c * Real.cos (2 * θ) - (a - b) / 2 * Real.sin (2 * θ);
         c * Real.cos (2 * θ) - (a - b) / 2 * Real.sin (2 * θ),
          (a + b) / 2 - ((a - b) * Real.cos (2 * θ) + 2 * c * Real.sin (2 * θ)) / 2] := by
  have h := Real.sin_sq_add_cos_sq θ
  rw [Real.cos_two_mul', Real.sin_two_mul]
  ext i j
  fin_cases i <;> fin_cases j <;>
    simp [rotate, rotation, pairMatrix, Matrix.mul_apply, Fin.sum_univ_two]
  · linear_combination (a + b) / 2 * h
  · ring
  · ring
  · linear_combination (a + b) / 2 * h
```

Squaring and adding the diagonal entries gives the formula for $D(\theta)$.

```lean
/-- The sum of squared diagonal entries after a rotation by `θ`. -/
theorem diagSq_rotate (a b c θ : ℝ) :
    diagSq (rotate (pairMatrix a b c) θ) =
      (a + b) ^ 2 / 2
        + ((a - b) * Real.cos (2 * θ) + 2 * c * Real.sin (2 * θ)) ^ 2 / 2 := by
  have key : ∀ p q r s : ℝ, diagSq !![p, q; r, s] = p ^ 2 + s ^ 2 := by
    intro p q r s
    simp [diagSq]
  rw [rotate_pairMatrix, key]
  ring
```

The next theorem is the identity with $-e^2/2$. Its proof uses $\sin^2+\cos^2=1$ at the angle $2\theta$, multiplied by $(u^2+4c^2)/2$ with $u=a-b$.

```lean
/-- The sum of squared diagonal entries falls short of `a² + b² + 2c²` by a perfect
square divided by two. -/
theorem diagSq_deficit (a b c θ : ℝ) :
    diagSq (rotate (pairMatrix a b c) θ) = a ^ 2 + b ^ 2 + 2 * c ^ 2
      - ((a - b) * Real.sin (2 * θ) - 2 * c * Real.cos (2 * θ)) ^ 2 / 2 := by
  rw [diagSq_rotate]
  linear_combination ((a - b) ^ 2 + 4 * c ^ 2) / 2 * Real.sin_sq_add_cos_sq (2 * θ)
```

## The greatest value of an oscillation

`IsGreatest` of a set and a number says that the number belongs to the set and bounds it from above. Here the set is the range of a function over all real angles, so each maximum below includes attainment.

For attainment, $\alpha$ is `Complex.arg` of $x+iy$, and `h1` and `h2` are the polar relations $r\cos\alpha=x$ and $r\sin\alpha=y$. For the bound, the proof writes $x^2+y^2$ as the square of the oscillation plus another square, then takes the root.

```lean
/-- The greatest value of the oscillation `x cos φ + y sin φ` over all angles is its
amplitude `√(x² + y²)`. -/
theorem isGreatest_oscillation (x y : ℝ) :
    IsGreatest (Set.range fun φ : ℝ => x * Real.cos φ + y * Real.sin φ)
      (Real.sqrt (x ^ 2 + y ^ 2)) := by
  constructor
  · -- the amplitude is reached at the argument of the complex number x + iy
    have h1 : ‖(⟨x, y⟩ : ℂ)‖ * Real.cos (Complex.arg ⟨x, y⟩) = x :=
      Complex.norm_mul_cos_arg _
    have h2 : ‖(⟨x, y⟩ : ℂ)‖ * Real.sin (Complex.arg ⟨x, y⟩) = y :=
      Complex.norm_mul_sin_arg _
    have hz : ‖(⟨x, y⟩ : ℂ)‖ ^ 2 = x ^ 2 + y ^ 2 := by
      rw [Complex.sq_norm, Complex.normSq_apply]
      change x * x + y * y = x ^ 2 + y ^ 2
      ring
    have h3 : x * Real.cos (Complex.arg ⟨x, y⟩) + y * Real.sin (Complex.arg ⟨x, y⟩)
        = Real.sqrt (x ^ 2 + y ^ 2) := by
      rw [← hz, Real.sqrt_sq (norm_nonneg _)]
      linear_combination (-Real.cos (Complex.arg ⟨x, y⟩)) * h1
        - Real.sin (Complex.arg ⟨x, y⟩) * h2
        + ‖(⟨x, y⟩ : ℂ)‖ * Real.sin_sq_add_cos_sq (Complex.arg ⟨x, y⟩)
    exact ⟨_, h3⟩
  · rintro _ ⟨φ, rfl⟩
    have h : x ^ 2 + y ^ 2 = (x * Real.cos φ + y * Real.sin φ) ^ 2
        + (x * Real.sin φ - y * Real.cos φ) ^ 2 := by
      linear_combination (-(x ^ 2 + y ^ 2)) * Real.sin_sq_add_cos_sq φ
    have h' : (x * Real.cos φ + y * Real.sin φ) ^ 2 ≤ x ^ 2 + y ^ 2 := by
      linarith [sq_nonneg (x * Real.sin φ - y * Real.cos φ)]
    exact (le_abs_self _).trans (Real.abs_le_sqrt h')
```

## The single-matrix maximum

The attaining angle is half the one found for the oscillation, and the bound follows from the deficit identity because a square is non-negative.

```lean
/-- Jacobi step: over all rotation angles, the greatest sum of squared diagonal entries
is `a² + b² + 2c²`, and some angle attains it. -/
theorem isGreatest_diagSq (a b c : ℝ) :
    IsGreatest (Set.range fun θ : ℝ => diagSq (rotate (pairMatrix a b c) θ))
      (a ^ 2 + b ^ 2 + 2 * c ^ 2) := by
  constructor
  · obtain ⟨φ, hφ⟩ : ∃ φ : ℝ, (a - b) * Real.cos φ + 2 * c * Real.sin φ
        = Real.sqrt ((a - b) ^ 2 + (2 * c) ^ 2) := (isGreatest_oscillation _ _).1
    have h : diagSq (rotate (pairMatrix a b c) (φ / 2)) = a ^ 2 + b ^ 2 + 2 * c ^ 2 := by
      rw [diagSq_rotate, show 2 * (φ / 2) = φ by ring, hφ, Real.sq_sqrt (by positivity)]
      ring
    exact ⟨_, h⟩
  · rintro _ ⟨θ, rfl⟩
    have h := diagSq_deficit a b c θ
    have h' := sq_nonneg ((a - b) * Real.sin (2 * θ) - 2 * c * Real.cos (2 * θ))
    change diagSq (rotate (pairMatrix a b c) θ) ≤ _
    linarith
```

The optimality condition is $e=0$, obtained from the vanishing of $e^2$. If $a=b$ and $c=0$, it holds at every angle, as it should for a multiple of the identity.

```lean
/-- An angle attains the maximum exactly when `(a - b) sin 2θ = 2c cos 2θ`. -/
theorem diagSq_eq_max_iff (a b c θ : ℝ) :
    diagSq (rotate (pairMatrix a b c) θ) = a ^ 2 + b ^ 2 + 2 * c ^ 2 ↔
      (a - b) * Real.sin (2 * θ) = 2 * c * Real.cos (2 * θ) := by
  rw [diagSq_deficit]
  constructor
  · intro h
    have h0 : ((a - b) * Real.sin (2 * θ) - 2 * c * Real.cos (2 * θ)) ^ 2 = 0 := by
      linarith
    exact sub_eq_zero.mp (pow_eq_zero_iff two_ne_zero |>.mp h0)
  · intro h
    rw [h]
    ring
```

## The joint maximum

The index type `ι` labels a finite family, for instance the three Cartesian directions. The definitions `meanPart`, `cosPart` and `sinPart` are $K$, $A$ and $B$.

```lean
variable {ι : Type*} [Fintype ι]

/-- The angle-independent part of the total for a family of two-orbital matrices. -/
def meanPart (a b c : ι → ℝ) : ℝ :=
  ∑ k, ((a k + b k) ^ 2 / 2 + ((a k - b k) ^ 2 + 4 * c k ^ 2) / 4)

/-- The coefficient of `cos 4θ / 4` in the total for a family. -/
def cosPart (a b c : ι → ℝ) : ℝ := ∑ k, ((a k - b k) ^ 2 - 4 * c k ^ 2)

/-- The coefficient of `sin 4θ / 4` in the total for a family. -/
def sinPart (a b c : ι → ℝ) : ℝ := ∑ k, 4 * (a k - b k) * c k
```

The formula for the total is proved term by term: after the sums are merged, `Finset.sum_congr` reduces it to the identity for one $k$ derived above.

```lean
/-- When several matrices are rotated by one common angle, the total of their squared
diagonal entries is a constant plus a single oscillation in `4θ`. -/
theorem sum_diagSq_rotate (a b c : ι → ℝ) (θ : ℝ) :
    ∑ k, diagSq (rotate (pairMatrix (a k) (b k) (c k)) θ) = meanPart a b c
      + (cosPart a b c * Real.cos (4 * θ) + sinPart a b c * Real.sin (4 * θ)) / 4 := by
  unfold meanPart cosPart sinPart
  rw [Finset.sum_mul, Finset.sum_mul, ← Finset.sum_add_distrib, Finset.sum_div,
    ← Finset.sum_add_distrib]
  refine Finset.sum_congr rfl fun k _ => ?_
  rw [diagSq_rotate, show 4 * θ = 2 * (2 * θ) by ring, Real.cos_two_mul' (2 * θ),
    Real.sin_two_mul (2 * θ)]
  linear_combination ((a k - b k) ^ 2 + 4 * c k ^ 2) / 4
    * Real.sin_sq_add_cos_sq (2 * θ)
```

The last theorem applies the oscillation result to $A$ and $B$. An angle $\varphi$ that maximises the oscillation gives the rotation angle $\varphi/4$, and the upper bound is used at $4\theta$.

```lean
/-- Joint Jacobi step: the greatest total of squared diagonal entries that one common
rotation of a finite family of two-orbital matrices can reach. -/
theorem isGreatest_sum_diagSq (a b c : ι → ℝ) :
    IsGreatest
      (Set.range fun θ : ℝ => ∑ k, diagSq (rotate (pairMatrix (a k) (b k) (c k)) θ))
      (meanPart a b c + Real.sqrt (cosPart a b c ^ 2 + sinPart a b c ^ 2) / 4) := by
  have hosc := isGreatest_oscillation (cosPart a b c) (sinPart a b c)
  constructor
  · obtain ⟨φ, hφ⟩ : ∃ φ : ℝ, cosPart a b c * Real.cos φ + sinPart a b c * Real.sin φ
        = Real.sqrt (cosPart a b c ^ 2 + sinPart a b c ^ 2) := hosc.1
    have h := sum_diagSq_rotate a b c (φ / 4)
    rw [show 4 * (φ / 4) = φ by ring, hφ] at h
    exact ⟨_, h⟩
  · rintro _ ⟨θ, rfl⟩
    have h : cosPart a b c * Real.cos (4 * θ) + sinPart a b c * Real.sin (4 * θ)
        ≤ Real.sqrt (cosPart a b c ^ 2 + sinPart a b c ^ 2) := hosc.2 ⟨4 * θ, rfl⟩
    have h' := sum_diagSq_rotate a b c θ
    change ∑ k, diagSq (rotate (pairMatrix (a k) (b k) (c k)) θ) ≤ _
    linarith

end

end JacobiLocalization
```

```lean
#print axioms JacobiLocalization.isGreatest_diagSq
#print axioms JacobiLocalization.diagSq_eq_max_iff
#print axioms JacobiLocalization.isGreatest_sum_diagSq
```

```
'JacobiLocalization.isGreatest_diagSq' depends on axioms: [propext, Classical.choice, Quot.sound]
'JacobiLocalization.diagSq_eq_max_iff' depends on axioms: [propext, Classical.choice, Quot.sound]
'JacobiLocalization.isGreatest_sum_diagSq' depends on axioms: [propext, Classical.choice, Quot.sound]
```

The theorems concern a single rotation of one real pair. They say nothing about whether repeated sweeps over the pairs of a larger orbital set converge, or about the complex, wavevector-dependent gauge transformations used for Wannier functions in a crystal.
